# The static potential of quasiparticle self-consistent GW is Hermitian and, at self-consistency, gives energies that solve the diagonal quasiparticle equation

Let $u_i$ be an orthonormal basis of orbitals in a finite-dimensional space, with real energies $e_i$ and projectors $P_i = u_i u_i^*$. Let $\Sigma(w)$ be a matrix-valued self-energy at real frequency $w$, and $S(w) = \tfrac12\big(\Sigma(w)+\Sigma(w)^*\big)$ its Hermitian part, where $*$ is the conjugate transpose. Quasiparticle self-consistent GW replaces $\Sigma$ by the static potential

$$V = \tfrac12\sum_i \big(P_i S(e_i) + S(e_i) P_i\big).$$

I understand that $V$ is Hermitian, that it doesn't depend on how I choose orbitals within a degenerate level, and that if $h$ is Hermitian and $(h+V)u_i = e_i u_i$, then $e_i = \langle u_i, h u_i\rangle + \mathrm{Re}\,\langle u_i, \Sigma(e_i)u_i\rangle$. Can this be made rigorous, with a proof that a machine has checked?

## From the projectors to the quasiparticle energies

Yes, and $h$ need not be assumed Hermitian. The inner product is conjugate-linear in its first argument.

**Hermiticity.** Since $P_i^*=P_i$ and $S(e_i)^*=S(e_i)$, we have $(P_iS(e_i))^* = S(e_i)P_i$. Taking the adjoint of $V$ exchanges the two terms in each summand, so $V^*=V$.

**Matrix elements.** Orthonormality gives $\langle u_i, P_kS(e_k)u_j\rangle = \delta_{ik}\langle u_i,S(e_k)u_j\rangle$ and $\langle u_i, S(e_k)P_ku_j\rangle = \delta_{kj}\langle u_i,S(e_k)u_j\rangle$. Summing over $k$,

$$\langle u_i,Vu_j\rangle = \tfrac12\langle u_i,(S(e_i)+S(e_j))u_j\rangle .$$

**Mixing.** Let $u'_j=\sum_i u_iW_{ij}$ with $W$ unitary and $W_{ij}=0$ whenever $e_i\ne e_j$. For any function $f$ of the energy,

$$\sum_j f(e_j)P'_j=\sum_{i,k}u_i\Big(\sum_j W_{ij}f(e_j)\overline{W_{kj}}\Big)u_k^* .$$

Where $W_{ij}\neq0$ we may replace $f(e_j)$ by $f(e_i)$. Unitarity then turns the bracket into $f(e_i)\delta_{ik}$, so the weighted sum is unchanged. The potential is built from such sums, because

$$\Big(\sum_j P_jS(e_j)\Big)_{ab}=\sum_c\sum_j S_{cb}(e_j)(P_j)_{ac},$$

and for each $c$ the weight $S_{cb}(e_j)$ is a function of the energy alone. The terms $S(e_j)P_j$ work the same way.

**Energies.** Project $(h+V)u_i=e_iu_i$ on $u_i$. The diagonal element of $V$ is $\langle u_i,S(e_i)u_i\rangle$. With $z=\langle u_i,\Sigma(e_i)u_i\rangle$ it equals $\tfrac12(z+\bar z)=\mathrm{Re}\,z$, so

$$e_i=\langle u_i,hu_i\rangle+\mathrm{Re}\,\langle u_i,\Sigma(e_i)u_i\rangle .$$

**Converse.** Suppose that this equation holds for every $i$ and that $\langle u_i,(h+V)u_j\rangle=0$ for $i\neq j$. Completeness gives $(h+V)u_j=\sum_i u_i\langle u_i,(h+V)u_j\rangle=e_ju_j$.

Here is the Lean file.

```lean
import Mathlib

open Matrix

namespace QuasiparticleSelfConsistency

noncomputable section

variable {n : Type*}

/-- The orbital `u_i`, stored as column `i` of the coefficient matrix `C`. -/
def orbital (C : Matrix n n ℂ) (i : n) : n → ℂ := fun a => C a i

/-- The operator `P_i = u_i u_i*` of orbital `i`. -/
def proj (C : Matrix n n ℂ) (i : n) : Matrix n n ℂ :=
  vecMulVec (orbital C i) (star (orbital C i))

/-- The Hermitian part `(A + A*)/2` of a matrix. -/
def hermPart (A : Matrix n n ℂ) : Matrix n n ℂ := (1 / 2 : ℂ) • (A + Aᴴ)

variable [Fintype n]

/-- The matrix element `⟨x, A y⟩`. -/
def braket (x : n → ℂ) (A : Matrix n n ℂ) (y : n → ℂ) : ℂ := star x ⬝ᵥ (A *ᵥ y)

/-- The static potential `V = ∑ i, (P_i S(e_i) + S(e_i) P_i)/2`, where `S(w)` is the
Hermitian part of the self-energy `Sig w`. -/
def qsPotential (Sig : ℝ → Matrix n n ℂ) (C : Matrix n n ℂ) (e : n → ℝ) : Matrix n n ℂ :=
  (1 / 2 : ℂ) • ∑ i, (proj C i * hermPart (Sig (e i)) + hermPart (Sig (e i)) * proj C i)

/-- The static potential is Hermitian, whatever the self-energy. -/
theorem qsPotential_isHermitian (Sig : ℝ → Matrix n n ℂ) (C : Matrix n n ℂ) (e : n → ℝ) :
    (qsPotential Sig C e).IsHermitian := by
  have h2 : star (1 / 2 : ℂ) = 1 / 2 := by simp
  have hP : ∀ i, (proj C i)ᴴ = proj C i := fun i => by
    ext a b
    simp [proj, orbital, vecMulVec_apply, mul_comm]
  have hS : ∀ A : Matrix n n ℂ, (hermPart A)ᴴ = hermPart A := fun A => by
    simp only [hermPart, conjTranspose_smul, conjTranspose_add, conjTranspose_conjTranspose, h2]
    rw [add_comm]
  unfold Matrix.IsHermitian
  simp only [qsPotential, conjTranspose_smul, conjTranspose_sum, conjTranspose_add,
    conjTranspose_mul, hP, hS, h2]
  exact congrArg _ (Finset.sum_congr rfl fun i _ => add_comm _ _)

/-- The expectation value of the Hermitian part of `A` is the real part of that of `A`. -/
theorem braket_hermPart (A : Matrix n n ℂ) (x : n → ℂ) :
    braket x (hermPart A) x = ((braket x A x).re : ℂ) := by
  have key : star x ⬝ᵥ (Aᴴ *ᵥ x) = star (star x ⬝ᵥ (A *ᵥ x)) := by
    rw [Matrix.dotProduct_mulVec, ← Matrix.star_mulVec]
    exact Matrix.star_dotProduct _ _
  simp only [braket, hermPart, Matrix.smul_mulVec, Matrix.add_mulVec, dotProduct_smul,
    dotProduct_add, key]
  generalize star x ⬝ᵥ (A *ᵥ x) = z
  rw [smul_eq_mul, Complex.star_def, Complex.add_conj]
  push_cast
  ring

variable [DecidableEq n]

/-- Between orthonormal orbitals the static potential averages the Hermitian self-energy over
the two orbital energies: `⟨u_i, V u_j⟩ = ⟨u_i, (S(e_i) + S(e_j)) u_j⟩/2`. -/
theorem qsPotential_element (Sig : ℝ → Matrix n n ℂ) {C : Matrix n n ℂ} (hC : Cᴴ * C = 1)
    (e : n → ℝ) (i j : n) :
    braket (orbital C i) (qsPotential Sig C e) (orbital C j) =
      (braket (orbital C i) (hermPart (Sig (e i))) (orbital C j) +
        braket (orbital C i) (hermPart (Sig (e j))) (orbital C j)) / 2 := by
  have hb : ∀ A : Matrix n n ℂ,
      braket (orbital C i) A (orbital C j) = (Cᴴ * A * C) i j := fun A => by
    rw [Matrix.mul_assoc]
    simp [braket, orbital, Matrix.mul_apply, dotProduct, Matrix.mulVec]
  have hP : ∀ k, proj C k = C * diagonal (Pi.single k 1) * Cᴴ := fun k => by
    ext a b
    rw [Matrix.mul_apply]
    simp [Matrix.mul_diagonal, proj, orbital, vecMulVec_apply, Pi.single_apply]
  -- in the orbital basis each projector becomes a diagonal unit
  have hV : Cᴴ * qsPotential Sig C e * C = (1 / 2 : ℂ) • ∑ k,
      (diagonal (Pi.single k 1) * (Cᴴ * hermPart (Sig (e k)) * C) +
        (Cᴴ * hermPart (Sig (e k)) * C) * diagonal (Pi.single k 1)) := by
    simp only [qsPotential, Matrix.mul_smul, Matrix.smul_mul, Finset.mul_sum, Finset.sum_mul]
    refine congrArg _ (Finset.sum_congr rfl fun k _ => ?_)
    rw [hP]
    generalize hermPart (Sig (e k)) = S
    generalize (diagonal (Pi.single k 1) : Matrix n n ℂ) = D
    calc Cᴴ * (C * D * Cᴴ * S + S * (C * D * Cᴴ)) * C
        = (Cᴴ * C) * D * (Cᴴ * S * C) + (Cᴴ * S * C) * D * (Cᴴ * C) := by noncomm_ring
      _ = D * (Cᴴ * S * C) + (Cᴴ * S * C) * D := by rw [hC, one_mul, mul_one]
  rw [hb, hb, hb, hV]
  simp [Matrix.sum_apply, Matrix.diagonal_mul, Matrix.mul_diagonal, Pi.single_apply,
    Finset.sum_add_distrib]
  ring

/-- A sum of orbital projectors weighted by a function of the energy is unchanged by unitary
mixing of orbitals of equal energy. -/
theorem weighted_proj_mixing (C : Matrix n n ℂ) {W : Matrix n n ℂ} (e : n → ℝ)
    (hW : W * Wᴴ = 1) (hmix : ∀ i j, e i ≠ e j → W i j = 0) (f : ℝ → ℂ) :
    ∑ j, f (e j) • proj (C * W) j = ∑ j, f (e j) • proj C j := by
  have hsum : ∀ B : Matrix n n ℂ,
      ∑ j, f (e j) • proj B j = B * diagonal (fun j => f (e j)) * Bᴴ := fun B => by
    ext a b
    rw [Matrix.mul_apply, Matrix.sum_apply]
    refine Finset.sum_congr rfl fun j _ => ?_
    simp only [Matrix.mul_diagonal, Matrix.smul_apply, proj, orbital, vecMulVec_apply,
      Pi.star_apply, conjTranspose_apply, smul_eq_mul]
    ring
  -- the mixing matrix commutes with every function of the energies
  have hcomm : W * diagonal (fun j => f (e j)) = diagonal (fun j => f (e j)) * W := by
    ext i j
    rw [Matrix.mul_diagonal, Matrix.diagonal_mul]
    by_cases h : e i = e j
    · rw [h, mul_comm]
    · rw [hmix i j h, zero_mul, mul_zero]
  rw [hsum, hsum, conjTranspose_mul]
  generalize diagonal (fun j => f (e j)) = D at hcomm ⊢
  calc C * W * D * (Wᴴ * Cᴴ) = C * (W * D) * Wᴴ * Cᴴ := by noncomm_ring
    _ = C * D * (W * Wᴴ) * Cᴴ := by rw [hcomm]; noncomm_ring
    _ = C * D * Cᴴ := by rw [hW, mul_one]

/-- The static potential is unchanged by unitary mixing of orbitals of equal energy. -/
theorem qsPotential_mixing (Sig : ℝ → Matrix n n ℂ) (C : Matrix n n ℂ) {W : Matrix n n ℂ}
    (e : n → ℝ) (hW : W * Wᴴ = 1) (hmix : ∀ i j, e i ≠ e j → W i j = 0) :
    qsPotential Sig (C * W) e = qsPotential Sig C e := by
  have hs : ∀ (f : ℝ → ℂ) (a b : n),
      ∑ j, f (e j) * proj (C * W) j a b = ∑ j, f (e j) * proj C j a b := fun f a b => by
    have h := congrFun (congrFun (weighted_proj_mixing C e hW hmix f) a) b
    simpa only [Matrix.sum_apply, Matrix.smul_apply, smul_eq_mul] using h
  have hl : ∑ j, proj (C * W) j * hermPart (Sig (e j)) =
      ∑ j, proj C j * hermPart (Sig (e j)) := by
    ext a b
    simp only [Matrix.sum_apply, Matrix.mul_apply (M := proj _ _)]
    conv_lhs => rw [Finset.sum_comm]
    conv_rhs => rw [Finset.sum_comm]
    refine Finset.sum_congr rfl fun c _ => ?_
    simpa only [mul_comm] using hs (fun w => hermPart (Sig w) c b) a c
  have hr : ∑ j, hermPart (Sig (e j)) * proj (C * W) j =
      ∑ j, hermPart (Sig (e j)) * proj C j := by
    ext a b
    simp only [Matrix.sum_apply, Matrix.mul_apply (N := proj _ _)]
    conv_lhs => rw [Finset.sum_comm]
    conv_rhs => rw [Finset.sum_comm]
    exact Finset.sum_congr rfl fun c _ => hs (fun w => hermPart (Sig w) a c) c b
  simp only [qsPotential, Finset.sum_add_distrib, hl, hr]

/-- An orthonormal orbital `u_j` is an eigenvector of `A` with eigenvalue `ε` exactly when
column `j` of `A` in the orbital basis has `ε` on the diagonal and zeros elsewhere. -/
theorem eigen_iff_elements {C : Matrix n n ℂ} (hC : Cᴴ * C = 1) (A : Matrix n n ℂ)
    (ε : ℂ) (j : n) :
    A *ᵥ orbital C j = ε • orbital C j ↔
      ∀ i, braket (orbital C i) A (orbital C j) = if i = j then ε else 0 := by
  have ov : ∀ i, star (orbital C i) ⬝ᵥ (ε • orbital C j) = if i = j then ε else 0 := fun i => by
    have h : star (orbital C i) ⬝ᵥ orbital C j = (Cᴴ * C) i j := by
      simp [orbital, Matrix.mul_apply, dotProduct]
    rw [dotProduct_smul, h, hC, Matrix.one_apply]
    simp
  constructor
  · intro h i
    rw [braket, h, ov]
  · intro h
    have inv : ∀ v, C *ᵥ (Cᴴ *ᵥ v) = v := fun v => by
      rw [Matrix.mulVec_mulVec, mul_eq_one_comm.mp hC, Matrix.one_mulVec]
    have key : Cᴴ *ᵥ (A *ᵥ orbital C j) = Cᴴ *ᵥ (ε • orbital C j) :=
      funext fun i => (h i).trans (ov i).symm
    rw [← inv (A *ᵥ orbital C j), key, inv]

/-- For orthonormal orbitals, if `(h + V) u_i = e_i u_i`, then the energy solves the diagonal
quasiparticle equation `e_i = ⟨u_i, h u_i⟩ + Re ⟨u_i, Sig(e_i) u_i⟩`. -/
theorem quasiparticle_equation (Sig : ℝ → Matrix n n ℂ) {C : Matrix n n ℂ} (hC : Cᴴ * C = 1)
    (e : n → ℝ) (h : Matrix n n ℂ) (i : n)
    (hi : (h + qsPotential Sig C e) *ᵥ orbital C i = (e i : ℂ) • orbital C i) :
    (e i : ℂ) = braket (orbital C i) h (orbital C i) +
      ((braket (orbital C i) (Sig (e i)) (orbital C i)).re : ℂ) := by
  have h1 := (eigen_iff_elements hC _ _ i).1 hi i
  have h2 := qsPotential_element Sig hC e i i
  rw [braket_hermPart] at h2
  rw [if_pos rfl, braket, Matrix.add_mulVec, dotProduct_add] at h1
  unfold braket at h2 ⊢
  linear_combination h2 - h1

/-- Orthonormal orbitals all solve `(h + V) u_i = e_i u_i` exactly when every energy solves its
diagonal quasiparticle equation and the off-diagonal elements of `h + V` vanish. -/
theorem selfConsistent_iff (Sig : ℝ → Matrix n n ℂ) {C : Matrix n n ℂ} (hC : Cᴴ * C = 1)
    (e : n → ℝ) (h : Matrix n n ℂ) :
    (∀ i, (h + qsPotential Sig C e) *ᵥ orbital C i = (e i : ℂ) • orbital C i) ↔
      (∀ i, (e i : ℂ) = braket (orbital C i) h (orbital C i) +
        ((braket (orbital C i) (Sig (e i)) (orbital C i)).re : ℂ)) ∧
      ∀ i j, i ≠ j → braket (orbital C i) h (orbital C j) +
        (braket (orbital C i) (hermPart (Sig (e i))) (orbital C j) +
          braket (orbital C i) (hermPart (Sig (e j))) (orbital C j)) / 2 = 0 := by
  have el : ∀ i j, braket (orbital C i) (h + qsPotential Sig C e) (orbital C j) =
      braket (orbital C i) h (orbital C j) +
        (braket (orbital C i) (hermPart (Sig (e i))) (orbital C j) +
          braket (orbital C i) (hermPart (Sig (e j))) (orbital C j)) / 2 := fun i j => by
    rw [← qsPotential_element Sig hC e i j]
    simp only [braket, Matrix.add_mulVec, dotProduct_add]
  constructor
  · intro H
    refine ⟨fun i => quasiparticle_equation Sig hC e h i (H i), fun i j hij => ?_⟩
    rw [← el, (eigen_iff_elements hC _ _ j).1 (H j) i, if_neg hij]
  · rintro ⟨hd, ho⟩ j
    rw [eigen_iff_elements hC]
    intro i
    rw [el]
    by_cases hij : i = j
    · rw [if_pos hij, hij, braket_hermPart]
      linear_combination -(hd j)
    · rw [if_neg hij, ho i j hij]

/-- A two-level self-energy that depends on frequency and is not Hermitian. -/
def modelSigma (w : ℝ) : Matrix (Fin 2) (Fin 2) ℂ :=
  !![(w : ℂ) / 2 - Complex.I, (w : ℂ); (w : ℂ), (w : ℂ) / 2 - Complex.I]

/-- For the two-level self-energy, the standard basis with energies 1 and 3 is self-consistent
for an explicit one-body matrix with off-diagonal coupling. -/
theorem selfConsistent_witness (i : Fin 2) :
    (!![1 / 2, -2; -2, 3 / 2] + qsPotential modelSigma 1 ![1, 3]) *ᵥ orbital 1 i =
      ((![1, 3] : Fin 2 → ℝ) i : ℂ) • orbital 1 i := by
  have hS : ∀ w : ℝ, hermPart (modelSigma w) =
      !![(w : ℂ) / 2, (w : ℂ); (w : ℂ), (w : ℂ) / 2] := fun w => by
    ext a b
    fin_cases a <;> fin_cases b <;> simp [hermPart, modelSigma] <;> ring
  have hP0 : proj (1 : Matrix (Fin 2) (Fin 2) ℂ) 0 = !![1, 0; 0, 0] := by
    ext a b
    fin_cases a <;> fin_cases b <;> simp [proj, orbital, vecMulVec_apply]
  have hP1 : proj (1 : Matrix (Fin 2) (Fin 2) ℂ) 1 = !![0, 0; 0, 1] := by
    ext a b
    fin_cases a <;> fin_cases b <;> simp [proj, orbital, vecMulVec_apply]
  have hV : qsPotential modelSigma 1 ![1, 3] = !![1 / 2, 2; 2, 3 / 2] := by
    simp only [qsPotential, Fin.sum_univ_two, hS, hP0, hP1, Matrix.mul_fin_two]
    ext a b
    fin_cases a <;> fin_cases b <;> norm_num
  rw [hV]
  ext a
  fin_cases i <;> fin_cases a <;>
    norm_num [orbital, Matrix.mulVec, dotProduct, Fin.sum_univ_succ, Matrix.one_apply]

/-- Exchanging two orbitals, with the list of their different energies kept fixed, is a unitary
mixing that changes the static potential of the self-energy `Sig(w) = w` in this example. -/
theorem mixing_unequal_energies :
    (!![0, 1; 1, 0] : Matrix (Fin 2) (Fin 2) ℂ) * (!![0, 1; 1, 0])ᴴ = 1 ∧
      qsPotential (fun w => (w : ℂ) • 1) (1 * !![0, 1; 1, 0]) ![0, 1] ≠
        qsPotential (fun w => (w : ℂ) • (1 : Matrix (Fin 2) (Fin 2) ℂ)) 1 ![0, 1] := by
  constructor
  · ext a b
    fin_cases a <;> fin_cases b <;> simp [Matrix.mul_apply, Fin.sum_univ_succ]
  · intro h
    have h0 := congrFun (congrFun h 0) 0
    norm_num [qsPotential, hermPart, proj, orbital, vecMulVec_apply, Matrix.mul_apply,
      Fin.sum_univ_succ, Matrix.one_apply] at h0

end

end QuasiparticleSelfConsistency
```

```lean
#print axioms QuasiparticleSelfConsistency.qsPotential_isHermitian
-- 'QuasiparticleSelfConsistency.qsPotential_isHermitian' depends on axioms: [propext, Classical.choice, Quot.sound]
#print axioms QuasiparticleSelfConsistency.qsPotential_mixing
-- 'QuasiparticleSelfConsistency.qsPotential_mixing' depends on axioms: [propext, Classical.choice, Quot.sound]
#print axioms QuasiparticleSelfConsistency.selfConsistent_iff
-- 'QuasiparticleSelfConsistency.selfConsistent_iff' depends on axioms: [propext, Classical.choice, Quot.sound]
#print axioms QuasiparticleSelfConsistency.mixing_unequal_energies
-- 'QuasiparticleSelfConsistency.mixing_unequal_energies' depends on axioms: [propext, Classical.choice, Quot.sound]
```

## What the matrices and hypotheses stand for

The finite type `n` labels both the basis functions and the orbitals. `C` is therefore a square coefficient matrix, and `orbital C i`, its column `i`, is $u_i$. The condition `Cᴴ * C = 1` says that the orbitals are orthonormal, with the underlying basis functions taken as orthonormal too. `proj`, `hermPart` and `qsPotential` are $P_i$, the Hermitian part and $V$, and `braket x A y` is $\langle x,Ay\rangle$. The energies are real by their type, `e : n → ℝ`.

- `qsPotential_isHermitian` holds for every `Sig`, `C` and `e`, orthonormal or not.
- `qsPotential_element` is the averaging formula for the matrix elements.
- `qsPotential_mixing` compares `C * W` with `C`. Its hypotheses are `W * Wᴴ = 1` and `hmix`, which confines the mixing to equal energies.
- `quasiparticle_equation` needs the eigenvalue equation only for the orbital `i` in question.
- `selfConsistent_iff` says that all orbitals satisfy their eigenvalue equations exactly when all diagonal equations hold and all off-diagonal elements of $h+V$ vanish.

Two examples with two levels accompany these statements. In `selfConsistent_witness`, a frequency-dependent, non-Hermitian self-energy has a self-consistent solution with energies 1 and 3. In `mixing_unequal_energies`, exchanging two orbitals while the list of their different energies stays fixed changes $V$, so the restriction on the mixing does real work. Both self-energies are algebraic test cases and not physical ones: they grow linearly with frequency, whereas a physical self-energy in a finite basis approaches a constant at large $|w|$.

The self-energy is an arbitrary given function: it is never computed from a Green's function and a screened interaction, and it stays fixed while the orbitals are mixed. The matrix $h$ is arbitrary as well; in an application it would hold the kinetic, external and Hartree terms, with exchange in $\Sigma$. Existence of a solution for a general $\Sigma$, uniqueness and convergence of the iteration are not addressed.

For electronic-structure practice, the result gives a consistency check on a converged calculation that uses this $V$ for all orbitals in a finite orthonormal basis: with $h$ and $\Sigma$ held at their final form, each eigenvalue must satisfy the full diagonal equation, with $\Sigma$ evaluated at that same eigenvalue and not linearised around another energy.

## How the Lean proofs follow the algebra

`qsPotential_isHermitian` first shows that `proj` and `hermPart` are self-adjoint, then exchanges the two terms under the sum with `add_comm`. `braket_hermPart` is the step $\tfrac12(z+\bar z)=\mathrm{Re}\,z$; its `key` identifies the expectation value of $A^*$ as the conjugate of that of $A$.

In `qsPotential_element`, `hb` writes matrix elements as entries of $C^*AC$, and `hP` writes $P_k=CD_kC^*$, where $D_k$ is diagonal with a single 1 at position $k$. The `calc` block removes the factors $C^*C$, and the $D_k$ then act as the Kronecker deltas above.

`weighted_proj_mixing` puts the weighted sum in the form $CDC^*$, with $D$ the diagonal matrix of the $f(e_j)$. Its `hcomm` proves $WD=DW$, which is the replacement of $f(e_j)$ by $f(e_i)$, and $WW^*=1$ finishes the calculation. `qsPotential_mixing` applies this entry by entry: `hl` treats the products $P_jS(e_j)$ and `hr` the products $S(e_j)P_j$, each after exchanging the order of summation.

`eigen_iff_elements` translates between an eigenvector equation and a column of matrix elements. The forward direction is projection. The reverse uses `mul_eq_one_comm` to obtain $CC^*=1$ from $C^*C=1$, which is completeness for a square matrix. `quasiparticle_equation` combines the diagonal case with the two results on matrix elements, and `selfConsistent_iff` treats $i=j$ and $i\neq j$ separately. The two examples are checked entry by entry.

## Grouping the orbitals by energy

The potential could also have been defined with one projector $Q_\varepsilon$ for each distinct energy $\varepsilon$, as $V=\tfrac12\sum_\varepsilon(Q_\varepsilon S(\varepsilon)+S(\varepsilon)Q_\varepsilon)$. Independence of the orbital choice within a level would then be built into the definition. The work would move to showing that this agrees with the sum over individual orbitals, which is the formula you asked about.
